# Lattice sum of the product of inverse-square distances to two sites of a chain

Take two sites a whole number `N` ≥ 1 of spacings apart on a chain with unit spacing, and let a third site run over the infinitely many positions beyond one of them. `hasSum_outer` states that the product of the inverse squares of its distances to the two, 1/(m²(m + N)²), summed over m ≥ 1, converges to (1/N²)(S + 2T − (2/N)H). Here S and H are the sums of 1/k² and 1/k for k from 1 to N, and T is the sum of 1/k² over all k > N. The attempt splits each term into partial fractions, combines convergent sums for the pieces, and uses `convert` to match the result with the statement.

An attempt in Lean 4 with a fault in it:

```lean
import Mathlib

open Finset Filter Topology

namespace PolarisableChain

noncomputable section

/-- The harmonic sum `1 + 1/2 + ... + 1/N`. -/
def harmonicSum (N : ℕ) : ℝ := ∑ i ∈ range N, 1 / ((i : ℝ) + 1)

/-- The sum of `1 / y²` over all integers `y > N`. -/
def tailSum (N : ℕ) : ℝ := ∑' n : ℕ, 1 / ((n : ℝ) + N + 1) ^ 2

/-- The differences of successive inverse distances beyond site `a` add up to `1 / (a + 1)`. -/
theorem hasSum_telescope (a : ℕ) :
    HasSum (fun n : ℕ => 1 / ((n : ℝ) + a + 1) - 1 / ((n : ℝ) + a + 2)) (1 / ((a : ℝ) + 1)) := by
  have hnn : ∀ n : ℕ, 0 ≤ 1 / ((n : ℝ) + a + 1) - 1 / ((n : ℝ) + a + 2) := fun n =>
    sub_nonneg.2 (one_div_le_one_div_of_le (by positivity) (by linarith))
  rw [hasSum_iff_tendsto_nat_of_nonneg hnn]
  have hs : ∀ M : ℕ, ∑ n ∈ range M, (1 / ((n : ℝ) + a + 1) - 1 / ((n : ℝ) + a + 2))
      = 1 / ((a : ℝ) + 1) - 1 / ((M : ℝ) + a + 1) := by
    intro M
    induction M with
    | zero => simp
    | succ M ih => rw [Finset.sum_range_succ, ih]; push_cast; ring
  have ht : Tendsto (fun M : ℕ => 1 / ((M : ℝ) + a + 1)) atTop (𝓝 0) := by
    have h := (tendsto_add_atTop_iff_nat a).2 (tendsto_one_div_add_atTop_nhds_zero_nat (𝕜 := ℝ))
    simpa only [Nat.cast_add] using h
  simp only [hs]
  have h := ht.const_sub (1 / ((a : ℝ) + 1))
  rw [sub_zero] at h
  exact h

/-- The inverse-square sum beyond site `N` converges. -/
theorem hasSum_tail (N : ℕ) :
    HasSum (fun n : ℕ => 1 / ((n : ℝ) + N + 1) ^ 2) (tailSum N) := by
  have h := (summable_nat_add_iff (N + 1)).2
    (Real.summable_one_div_nat_pow.2 (by norm_num : 1 < 2))
  simp only [Nat.cast_add, Nat.cast_one, ← add_assoc] at h
  exact h.hasSum

/-- The outer lattice sum converges, with its value in terms of harmonic and inverse-square
sums. -/
theorem hasSum_outer (N : ℕ) (hN : 1 ≤ N) :
    HasSum (fun n : ℕ => 1 / (((n : ℝ) + 1) ^ 2 * ((N : ℝ) + (n + 1)) ^ 2))
      (1 / (N : ℝ) ^ 2 * (∑ i ∈ range N, 1 / ((i : ℝ) + 1) ^ 2 + 2 * tailSum N
        - 2 / N * harmonicSum N)) := by
  have hfull : HasSum (fun n : ℕ => 1 / ((n : ℝ) + 1) ^ 2)
      (tailSum N + ∑ i ∈ range N, 1 / ((i : ℝ) + 1) ^ 2) := by
    refine (hasSum_nat_add_iff (f := fun n : ℕ => 1 / ((n : ℝ) + 1) ^ 2) N).1 ?_
    simpa only [Nat.cast_add] using hasSum_tail N
  have hharm : ∀ M : ℕ, HasSum (fun n : ℕ => 1 / ((n : ℝ) + 1) - 1 / ((n : ℝ) + M + 1))
      (harmonicSum M) := by
    intro M
    induction M with
    | zero =>
      convert (hasSum_zero : HasSum (fun _ : ℕ => (0 : ℝ)) 0) using 1
      · funext n; simp
      · simp [harmonicSum]
    | succ M ih =>
      convert ih.add (hasSum_telescope M) using 1
      · funext n; push_cast; ring
      · simp [harmonicSum, Finset.sum_range_succ]
  have hN0 : (N : ℝ) ≠ 0 := by positivity
  -- partial fractions, term by term
  convert ((hfull.add (hasSum_tail N)).sub ((hharm N).mul_left (2 / (N : ℝ)))).mul_left
    (1 / (N : ℝ) ^ 2) using 1
  · funext n
    have e : (N : ℝ) + (n + 1) = n + N + 1 := by ring
    have h1 : (n : ℝ) + 1 ≠ 0 := by positivity
    have h2 : (n : ℝ) + N + 1 ≠ 0 := by positivity
    rw [e]
    field_simp
    ring
  · ring

end

end PolarisableChain
```

Messages:

```
Main.lean:69:4: error: Tactic `apply` failed: could not unify the conclusion of `@funext`
  ?f = ?g
with the goal
  Real.instAddCommMonoid =
    CommRing.toNonUnitalCommRing.toNonUnitalNonAssocCommRing.toNonUnitalNonAssocSemiring.toAddCommMonoid

Note: The full type of `@funext` is
  ∀ {α : Sort ?u.269} {β : α → Sort ?u.268} {f g : (x : α) → β x}, (∀ (x : α), f x = g x) → f = g

case e'_3
N : ℕ
hN : 1 ≤ N
hfull : HasSum (fun n => 1 / (↑n + 1) ^ 2) (tailSum N + ∑ i ∈ range N, 1 / (↑i + 1) ^ 2)
hharm : ∀ (M : ℕ), HasSum (fun n => 1 / (↑n + 1) - 1 / (↑n + ↑M + 1)) (harmonicSum M)
hN0 : ↑N ≠ 0
⊢ Real.instAddCommMonoid =
    CommRing.toNonUnitalCommRing.toNonUnitalNonAssocCommRing.toNonUnitalNonAssocSemiring.toAddCommMonoid
Try this:
  [apply] ring_nf
  
  The `ring` tactic failed to close the goal. Use `ring_nf` to obtain a normal form.
    
  Note that `ring` works primarily in *commutative* rings. If you have a noncommutative ring, abelian group or module, consider using `noncomm_ring`, `abel` or `module` instead.
Main.lean:76:2: error: unsolved goals
case e'_5
N : ℕ
hN : 1 ≤ N
hfull : HasSum (fun n => 1 / (↑n + 1) ^ 2) (tailSum N + ∑ i ∈ range N, 1 / (↑i + 1) ^ 2)
hharm : ∀ (M : ℕ), HasSum (fun n => 1 / (↑n + 1) - 1 / (↑n + ↑M + 1)) (harmonicSum M)
hN0 : ↑N ≠ 0
⊢ (fun n =>
      (1 + ↑n * 4 + ↑n * ↑N * 6 + ↑n * ↑N ^ 2 * 2 + ↑n ^ 2 * 6 + ↑n ^ 2 * ↑N * 6 + ↑n ^ 2 * ↑N ^ 2 + ↑n ^ 3 * 4 +
                ↑n ^ 3 * ↑N * 2 +
              ↑n ^ 4 +
            ↑N * 2 +
          ↑N ^ 2)⁻¹) =
    fun i =>
    (↑N)⁻¹ ^ 2 * (1 + ↑i * 2 + ↑i ^ 2)⁻¹ + (↑N)⁻¹ ^ 2 * (1 + ↑N * 2 + ↑N * ↑i * 2 + ↑N ^ 2 + ↑i * 2 + ↑i ^ 2)⁻¹ -
        (↑N)⁻¹ ^ 3 * (1 + ↑i)⁻¹ * 2 +
      (↑N)⁻¹ ^ 3 * (1 + ↑N + ↑i)⁻¹ * 2
Main.lean:48:37: error: unsolved goals
case e'_6
N : ℕ
hN : 1 ≤ N
hfull : HasSum (fun n => 1 / (↑n + 1) ^ 2) (tailSum N + ∑ i ∈ range N, 1 / (↑i + 1) ^ 2)
hharm : ∀ (M : ℕ), HasSum (fun n => 1 / (↑n + 1) - 1 / (↑n + ↑M + 1)) (harmonicSum M)
hN0 : ↑N ≠ 0
⊢ 1 / ↑N ^ 2 * (∑ i ∈ range N, 1 / (↑i + 1) ^ 2 + 2 * tailSum N - 2 / ↑N * harmonicSum N) =
    1 / ↑N ^ 2 * (tailSum N + ∑ i ∈ range N, 1 / (↑i + 1) ^ 2 + tailSum N - 2 / ↑N * harmonicSum N)
```

`convert ... using 1` left three goals, but the proof has two bullets, written for the summands and the values. The first goal was an equation between two `AddCommMonoid` structures on the reals: `Real.instAddCommMonoid` and one reached through `CommRing`. These are not functions to which `funext` could be applied, hence the first error. The second bullet's `ring` therefore met the equation between summands, still under `fun` and without the partial-fraction steps, and could not close it. The equation between values was left with no bullet, which is the third error.

The repair proves the two intended equations separately. `hf` is the partial-fraction identity for each `n`, proved by the steps of the old first bullet, and `hv` is the equation between values, which `ring` closes. After `rw [hv]` and `simp only [hf]`, the goal has the summand and value of the combined sum, so `exact` can supply it. `exact` accepts the two additive structures as equal by definition, so no separate goal about them arises.

Fix (accepted with no message):

```diff
@@ -65,7 +65,8 @@
   have hN0 : (N : ℝ) ≠ 0 := by positivity
   -- partial fractions, term by term
-  convert ((hfull.add (hasSum_tail N)).sub ((hharm N).mul_left (2 / (N : ℝ)))).mul_left
-    (1 / (N : ℝ) ^ 2) using 1
-  · funext n
+  have hf : ∀ n : ℕ, 1 / (((n : ℝ) + 1) ^ 2 * ((N : ℝ) + (n + 1)) ^ 2)
+      = 1 / (N : ℝ) ^ 2 * (1 / ((n : ℝ) + 1) ^ 2 + 1 / ((n : ℝ) + N + 1) ^ 2
+        - 2 / (N : ℝ) * (1 / ((n : ℝ) + 1) - 1 / ((n : ℝ) + N + 1))) := by
+    intro n
     have e : (N : ℝ) + (n + 1) = n + N + 1 := by ring
     have h1 : (n : ℝ) + 1 ≠ 0 := by positivity
@@ -74,5 +75,12 @@
     field_simp
     ring
-  · ring
+  have hv : 1 / (N : ℝ) ^ 2 * (∑ i ∈ range N, 1 / ((i : ℝ) + 1) ^ 2 + 2 * tailSum N
+        - 2 / N * harmonicSum N)
+      = 1 / (N : ℝ) ^ 2 * (tailSum N + ∑ i ∈ range N, 1 / ((i : ℝ) + 1) ^ 2 + tailSum N
+        - 2 / N * harmonicSum N) := by ring
+  rw [hv]
+  simp only [hf]
+  exact ((hfull.add (hasSum_tail N)).sub ((hharm N).mul_left (2 / (N : ℝ)))).mul_left
+    (1 / (N : ℝ) ^ 2)
 
 end
```
